# The primitive semiclassical wave of a linear potential carries a spurious potential $5/(16x^2)$

For $x>0$ the primitive semiclassical wave $f(x)=x^{-1/4}\exp(-\tfrac23x^{3/2})$ satisfies exactly

$$f''(x)=\Big(x+\frac{5}{16x^2}\Big)f(x).$$

In units with $\hbar=2m=1$ and unit slope, and with the energy chosen so that the turning point is at $x=0$, the Schrödinger equation of a linear potential is $f''=xf$. The extra term, called the spurious potential here, diverges at that point and vanishes far away. For a particle in one dimension with a linear potential, this shows where the primitive wave solves the Schrödinger equation well locally and where it does not.

```lean
import Mathlib

open Filter Topology

namespace SemiclassicalTurningPoint

noncomputable section
```

Mathlib supplies the calculus. The opened namespaces provide the notation for limits: `𝓝[>] 0` means that $x$ approaches $0$ from the right, and `atTop` means growth to $+\infty$.

## Waves built from a solvable equation

```lean
/-- On the region `U` the phase `S` has the positive derivative `p`, whose first and second
derivatives are `p1` and `p2`. -/
structure IsPhase (U : Set ℝ) (S p p1 p2 : ℝ → ℝ) : Prop where
  pos : ∀ x ∈ U, 0 < p x
  dS : ∀ x ∈ U, HasDerivAt S (p x) x
  dp : ∀ x ∈ U, HasDerivAt p (p1 x) x
  dp1 : ∀ x ∈ U, HasDerivAt p1 (p2 x) x
```

`IsPhase U S p p1 p2` bundles four conditions on a region $U$ of the real line: $p>0$, $S'=p$, $p'=p_1$ and $p_1'=p_2$. For the primitive wave, $S$ is an action-like phase and $p$ the magnitude of the corresponding momentum; in the last section $S$ is instead a change of coordinate and $p$ its derivative. The expression `HasDerivAt S (p x) x` says that $S$ is differentiable at $x$ with derivative $p(x)$.

```lean
/-- The semiclassical wave `p^(-1/2) w(S)` built from a comparison function `w`. -/
def comparisonWave (w : ℝ → ℂ) (S p : ℝ → ℝ) (x : ℝ) : ℂ :=
  (((√(p x))⁻¹ : ℝ) : ℂ) * w (S x)
```

Given a comparison function $w$, the wave is $\psi(x)=p(x)^{-1/2}\,w(S(x))$. It takes complex values, so the real amplitude is converted to a complex number.

```lean
/-- The spurious potential `(3/4)(p'/p)^2 - p''/(2p)`, as a function of the values of
`p`, `p'` and `p''`. -/
def spuriousPotential (p p1 p2 : ℝ) : ℝ := 3 / 4 * (p1 / p) ^ 2 - p2 / (2 * p)
```

This is the spurious potential

$$D=\frac34\Big(\frac{p'}{p}\Big)^2-\frac{p''}{2p},$$

written as a function of three numbers, the values of $p$, $p'$ and $p''$ at a point.

```lean
/-- The semiclassical amplitude `p^(-1/2)` has logarithmic derivative `-p'/(2p)`. -/
theorem amplitude_hasDerivAt {p : ℝ → ℝ} {q x : ℝ} (hpos : 0 < p x)
    (hp : HasDerivAt p q x) :
    HasDerivAt (fun y => (√(p y))⁻¹) (-(q / (2 * p x)) * (√(p x))⁻¹) x := by
  have hs : √(p x) ≠ 0 := (Real.sqrt_pos.2 hpos).ne'
  have h : HasDerivAt (fun y => (√(p y))⁻¹) _ x := (hp.sqrt hpos.ne').inv hs
  refine h.congr_deriv ?_
  rw [Real.sq_sqrt hpos.le]
  ring
```

The chain rule gives

$$\frac{d}{dx}\,p^{-1/2}=-\frac12p^{-3/2}p'=-\frac{p'}{2p}\,p^{-1/2}.$$

Here `q` is the value of $p'$ at $x$. Lean differentiates the square root, then its inverse, and replaces $(\sqrt p)^2$ by $p$.

```lean
/-- If `w'' = V w`, the wave `p^(-1/2) w(S)` with `S' = p` obeys
`ψ'' = (p^2 V(S) + spurious potential) ψ` exactly. -/
theorem comparisonWave_equation {U : Set ℝ} {S p p1 p2 : ℝ → ℝ} {w w1 V : ℝ → ℂ}
    (hU : IsOpen U) (hS : IsPhase U S p p1 p2)
    (hw : ∀ s, HasDerivAt w (w1 s) s) (hw1 : ∀ s, HasDerivAt w1 (V s * w s) s)
    {x : ℝ} (hx : x ∈ U) :
    HasDerivAt (deriv (comparisonWave w S p))
      (((p x : ℂ) ^ 2 * V (S x) + (spuriousPotential (p x) (p1 x) (p2 x) : ℂ))
        * comparisonWave w S p x) x := by
  have hwS : ∀ y ∈ U, HasDerivAt (fun z => w (S z)) ((p y : ℂ) * w1 (S y)) y :=
    fun y hy => ((hw (S y)).scomp y (hS.dS y hy)).congr_deriv Complex.real_smul
  have hw1S : HasDerivAt (fun z => w1 (S z)) ((p x : ℂ) * (V (S x) * w (S x))) x :=
    ((hw1 (S x)).scomp x (hS.dS x hx)).congr_deriv Complex.real_smul
  -- the first derivative, valid throughout the region
  have hev : deriv (comparisonWave w S p) =ᶠ[𝓝 x] fun y => (((√(p y))⁻¹ : ℝ) : ℂ) *
      ((p y : ℂ) * w1 (S y) - ((p1 y / (2 * p y) : ℝ) : ℂ) * w (S y)) := by
    filter_upwards [hU.mem_nhds hx] with y hy
    have h : HasDerivAt (comparisonWave w S p) _ y :=
      (amplitude_hasDerivAt (hS.pos y hy) (hS.dp y hy)).ofReal_comp.fun_mul (hwS y hy)
    rw [h.deriv]
    push_cast
    ring
  have hp0 : p x ≠ 0 := (hS.pos x hx).ne'
  have hq : HasDerivAt (fun y => p1 y / (2 * p y))
      ((p2 x * (2 * p x) - p1 x * (2 * p1 x)) / (2 * p x) ^ 2) x :=
    (hS.dp1 x hx).fun_div ((hS.dp x hx).const_mul 2) (mul_ne_zero two_ne_zero hp0)
  -- differentiate once more; the terms in `w'` cancel
  have h := (amplitude_hasDerivAt (hS.pos x hx) (hS.dp x hx)).ofReal_comp.fun_mul
    (((hS.dp x hx).ofReal_comp.fun_mul hw1S).fun_sub (hq.ofReal_comp.fun_mul (hwS x hx)))
  refine (h.congr_of_eventuallyEq hev).congr_deriv ?_
  have hpc : (p x : ℂ) ≠ 0 := Complex.ofReal_ne_zero.2 hp0
  simp only [comparisonWave, spuriousPotential]
  generalize (√(p x))⁻¹ = A
  push_cast
  field_simp
  ring
```

Suppose that $w'=w_1$ and $w_1'=Vw$, so that $w''=Vw$. Write $A=p^{-1/2}$ and $b=p'/(2p)$, so that $A'=-bA$. The first derivative is

$$\psi'=A\,\big(p\,w'(S)-b\,w(S)\big).$$

Differentiating again gives

$$\psi''=A\big[-b(pw'-bw)+p'w'+p^2Vw-b'w-bpw'\big],$$

with $w$, $w'$ and $V$ taken at $S(x)$. The coefficient of $w'$ is $p'-2bp=0$. The coefficient of $w$ is $p^2V+b^2-b'$, and

$$b^2-b'=\frac{p'^2}{4p^2}-\frac{p''}{2p}+\frac{p'^2}{2p^2}=D.$$

Hence $\psi''=(p^2V(S)+D)\psi$, with no approximation.

The proof follows the same route. `hwS` and `hw1S` are the chain rule for $w(S)$ and $w'(S)$. `hev` is the formula for $\psi'$ near $x$; it must hold in a neighbourhood because it is differentiated again, which is why $U$ is open. `hq` differentiates $p'/(2p)$, and `field_simp` with `ring` completes the cancellation.

## The linear potential

```lean
/-- The phase `(2/3) x^(3/2)` of the linear potential. -/
def linearAction (x : ℝ) : ℝ := 2 / 3 * x ^ (3 / 2 : ℝ)
```

The phase is $S(x)=\tfrac23x^{3/2}$.

```lean
/-- The momentum `x^(1/2)` of the linear potential. -/
def linearMomentum (x : ℝ) : ℝ := x ^ (1 / 2 : ℝ)
```

The momentum is $p(x)=x^{1/2}$. On the forbidden side this is the magnitude of an imaginary classical momentum, in units where $2m=1$ and the potential has unit slope.

```lean
/-- The primitive semiclassical wave `x^(-1/4) exp(c (2/3) x^(3/2))` of the linear potential. -/
def primitiveWave (c : ℂ) (x : ℝ) : ℂ :=
  ((x ^ (-1 / 4 : ℝ) : ℝ) : ℂ) * Complex.exp (c * (linearAction x : ℂ))
```

The primitive wave is $f_c(x)=x^{-1/4}\exp\!\big(c\,\tfrac23x^{3/2}\big)$ with a complex constant $c$. The wave of the opening has $c=-1$.

```lean
/-- For `x > 0` the function `(2/3) x^(3/2)` is a phase with momentum `x^(1/2)`. -/
theorem linear_isPhase : IsPhase (Set.Ioi 0) linearAction linearMomentum
    (fun x => 1 / 2 * x ^ (-1 / 2 : ℝ)) (fun x => -1 / 4 * x ^ (-3 / 2 : ℝ)) where
  pos x hx := Real.rpow_pos_of_pos hx _
  dS x hx := by
    have hx0 : x ≠ 0 := ne_of_gt hx
    refine ((Real.hasDerivAt_rpow_const (p := 3 / 2) (Or.inl hx0)).const_mul
      (2 / 3)).congr_deriv ?_
    rw [show (3 / 2 : ℝ) - 1 = 1 / 2 by norm_num, linearMomentum]
    ring
  dp x hx := by
    have hx0 : x ≠ 0 := ne_of_gt hx
    refine (Real.hasDerivAt_rpow_const (p := 1 / 2) (Or.inl hx0)).congr_deriv ?_
    rw [show (1 / 2 : ℝ) - 1 = -1 / 2 by norm_num]
  dp1 x hx := by
    have hx0 : x ≠ 0 := ne_of_gt hx
    refine ((Real.hasDerivAt_rpow_const (p := -1 / 2) (Or.inl hx0)).const_mul
      (1 / 2)).congr_deriv ?_
    rw [show (-1 / 2 : ℝ) - 1 = -3 / 2 by norm_num]
    ring
```

The region is `Set.Ioi 0`, the open half-line $x>0$. The power rule gives $S'=x^{1/2}$, $p'=\tfrac12x^{-1/2}$ and $p''=-\tfrac14x^{-3/2}$, which are the entries that `IsPhase` requires.

```lean
/-- For `x > 0` the primitive wave obeys `f'' = (c^2 x + 5/(16 x^2)) f`. -/
theorem primitiveWave_equation (c : ℂ) {x : ℝ} (hx : 0 < x) :
    HasDerivAt (deriv (primitiveWave c))
      ((c ^ 2 * x + ((5 / (16 * x ^ 2) : ℝ) : ℂ)) * primitiveWave c x) x := by
  have hw : ∀ s : ℝ, HasDerivAt (fun s : ℝ => Complex.exp (c * s))
      (c * Complex.exp (c * s)) s := fun s =>
    ((hasDerivAt_id s).ofReal_comp.const_mul c).cexp.congr_deriv (by
      simp only [id_eq, Complex.ofReal_one]; ring)
  have hw1 : ∀ s : ℝ, HasDerivAt (fun s : ℝ => c * Complex.exp (c * s))
      (c ^ 2 * Complex.exp (c * s)) s := fun s =>
    ((hw s).const_mul c).congr_deriv (by ring)
  have heq : ∀ y : ℝ, 0 < y → primitiveWave c y =
      comparisonWave (fun s : ℝ => Complex.exp (c * s)) linearAction linearMomentum y := by
    intro y hy
    have ha : (√(linearMomentum y))⁻¹ = y ^ (-1 / 4 : ℝ) := by
      rw [linearMomentum, Real.sqrt_eq_rpow, ← Real.rpow_mul hy.le, ← Real.rpow_neg hy.le]
      congr 1
      norm_num
    rw [comparisonWave, ha, primitiveWave]
  have h := comparisonWave_equation (V := fun _ => c ^ 2) isOpen_Ioi linear_isPhase hw hw1 hx
  have hev : primitiveWave c =ᶠ[𝓝 x]
      comparisonWave (fun s : ℝ => Complex.exp (c * s)) linearAction linearMomentum := by
    filter_upwards [isOpen_Ioi.mem_nhds hx] with y hy
    exact heq y hy
  -- evaluate the spurious potential for the momentum `x^(1/2)`
  have hs : spuriousPotential (linearMomentum x) (1 / 2 * x ^ (-1 / 2 : ℝ))
      (-1 / 4 * x ^ (-3 / 2 : ℝ)) = 5 / (16 * x ^ 2) := by
    have e1 : x ^ (-1 / 2 : ℝ) = x ^ (1 / 2 : ℝ) / x := by
      rw [← Real.rpow_sub_one hx.ne']
      congr 1
      norm_num
    have e2 : x ^ (-3 / 2 : ℝ) = x ^ (-1 / 2 : ℝ) / x := by
      rw [← Real.rpow_sub_one hx.ne']
      congr 1
      norm_num
    have hr : x ^ (1 / 2 : ℝ) ≠ 0 := (Real.rpow_pos_of_pos hx _).ne'
    rw [spuriousPotential, linearMomentum, e2, e1]
    generalize x ^ (1 / 2 : ℝ) = r at hr
    field_simp
    ring
  have hm : linearMomentum x ^ 2 = x := by
    rw [linearMomentum, ← Real.sqrt_eq_rpow, Real.sq_sqrt hx.le]
  refine (h.congr_of_eventuallyEq hev.deriv).congr_deriv ?_
  rw [← heq x hx, hs, ← Complex.ofReal_pow, hm]
  ring
```

Take $w(s)=e^{cs}$, so that $w''=c^2w$ and $V=c^2$. Since $p'/p=1/(2x)$ and $p''/p=-1/(4x^2)$,

$$D=\frac{3}{16x^2}+\frac{1}{8x^2}=\frac{5}{16x^2}.$$

With $p^2=x$ this gives $f_c''=(c^2x+5/(16x^2))f_c$, and $c=-1$ is the opening equation. In the proof, `heq` identifies $f_c$ with the comparison wave, `hs` evaluates $D$, and `hm` is $p^2=x$.

```lean
/-- For `ħ ≠ 0` and `x > 0`, the primitive wave with `c = -1/ħ` obeys `ħ²f'' = (x + 5ħ²/(16x²)) f`
and the one with `c = i/ħ` obeys `ħ²f'' = (-x + 5ħ²/(16x²)) f`. -/
theorem primitiveWave_hbar {hbar x : ℝ} (hh : hbar ≠ 0) (hx : 0 < x) :
    (hbar : ℂ) ^ 2 * deriv (deriv (primitiveWave (-1 / hbar))) x =
      (x + hbar ^ 2 * ((5 / (16 * x ^ 2) : ℝ) : ℂ)) * primitiveWave (-1 / hbar) x ∧
    (hbar : ℂ) ^ 2 * deriv (deriv (primitiveWave (Complex.I / hbar))) x =
      (-x + hbar ^ 2 * ((5 / (16 * x ^ 2) : ℝ) : ℂ)) * primitiveWave (Complex.I / hbar) x := by
  have hc : (hbar : ℂ) ≠ 0 := Complex.ofReal_ne_zero.2 hh
  have key : ∀ c s : ℂ, (hbar : ℂ) ^ 2 * c ^ 2 = s →
      (hbar : ℂ) ^ 2 * deriv (deriv (primitiveWave c)) x =
        (s * x + hbar ^ 2 * ((5 / (16 * x ^ 2) : ℝ) : ℂ)) * primitiveWave c x := by
    intro c s e
    rw [(primitiveWave_equation c hx).deriv, ← e]
    ring
  constructor
  · rw [key _ 1 (by field_simp), one_mul]
  · rw [key _ (-1) (by rw [div_pow, Complex.I_sq]; field_simp), neg_one_mul]
```

The reduced Planck constant $\hbar$ enters through $c$, still with $2m=1$. Multiplying the previous equation by $\hbar^2$ gives, for $c=-1/\hbar$ and $c=i/\hbar$ respectively,

$$\hbar^2f''=\Big(x+\frac{5\hbar^2}{16x^2}\Big)f,\qquad \hbar^2f''=\Big(-x+\frac{5\hbar^2}{16x^2}\Big)f.$$

For $\hbar>0$ the first wave decays into the forbidden region. The second oscillates in an allowed region, with the coordinate reversed so that this region is also $x>0$. The helper `key` treats both cases, using $\hbar^2c^2=\pm1$.

## Divergence at the turning point

```lean
/-- The residual of the primitive wave in `f'' = c^2 x f`, relative to the size of the wave. -/
def relativeDefect (c : ℂ) (x : ℝ) : ℝ :=
  ‖deriv (deriv (primitiveWave c)) x - c ^ 2 * x * primitiveWave c x‖ / ‖primitiveWave c x‖
```

The relative defect is $|f_c''-c^2xf_c|/|f_c|$: the amount by which the wave misses the equation $f''=c^2xf$, measured against its own size. For $c=-1$ this is the linear-potential equation of the opening. It is a local quantity and does not bound the distance to an exact solution.

```lean
/-- The relative defect equals `5/(16 x^2)` for `x > 0`; it diverges at the turning point and
vanishes far away from it. -/
theorem relativeDefect_limits (c : ℂ) :
    (∀ x, 0 < x → relativeDefect c x = 5 / (16 * x ^ 2)) ∧
    Tendsto (relativeDefect c) (𝓝[>] 0) atTop ∧ Tendsto (relativeDefect c) atTop (𝓝 0) := by
  have h : ∀ x, 0 < x → relativeDefect c x = 5 / (16 * x ^ 2) := by
    intro x hx
    have hne : primitiveWave c x ≠ 0 := mul_ne_zero
      (Complex.ofReal_ne_zero.2 (Real.rpow_pos_of_pos hx _).ne') (Complex.exp_ne_zero _)
    rw [relativeDefect, (primitiveWave_equation c hx).deriv, ← sub_mul, add_sub_cancel_left,
      norm_mul, mul_div_cancel_right₀ _ (norm_ne_zero_iff.2 hne), Complex.norm_real,
      Real.norm_of_nonneg (by positivity)]
  have h' : ∀ x, 0 < x → 5 / 16 * (x⁻¹) ^ 2 = relativeDefect c x := by
    intro x hx
    rw [h x hx]
    field_simp
  refine ⟨h, ?_, ?_⟩
  · have t : Tendsto (fun x : ℝ => 5 / 16 * (x⁻¹) ^ 2) (𝓝[>] 0) atTop :=
      ((tendsto_pow_atTop two_ne_zero).comp tendsto_inv_nhdsGT_zero).const_mul_atTop
        (by norm_num)
    refine t.congr' ?_
    filter_upwards [self_mem_nhdsWithin] with x hx
    exact h' x hx
  · have t : Tendsto (fun x : ℝ => 5 / 16 * (x⁻¹) ^ 2) atTop (𝓝 (5 / 16 * 0 ^ 2)) :=
      (tendsto_inv_atTop_zero.pow 2).const_mul (5 / 16)
    rw [show (5 / 16 * 0 ^ 2 : ℝ) = 0 by norm_num] at t
    refine t.congr' ?_
    filter_upwards [eventually_gt_atTop 0] with x hx
    exact h' x hx
```

By the exact equation the residual is $\frac{5}{16x^2}f_c$. Since $f_c(x)\neq0$ for $x>0$, division by $|f_c|$ leaves $5/(16x^2)$ for every $c$. This tends to $+\infty$ as $x\to0^+$ and to $0$ as $x\to\infty$. Lean obtains both limits from those of $x^{-1}$, after writing the defect as $\tfrac5{16}(x^{-1})^2$.

```lean
/-- Near the turning point the primitive wave departs without bound from every function that
is continuous there. -/
theorem primitiveWave_fails (c : ℂ) {g : ℝ → ℂ} (hg : ContinuousAt g 0) :
    Tendsto (fun x => ‖primitiveWave c x - g x‖) (𝓝[>] 0) atTop := by
  have ha : Tendsto (fun x : ℝ => x ^ (-1 / 4 : ℝ)) (𝓝[>] 0) atTop := by
    have t := (tendsto_rpow_atTop (show (0 : ℝ) < 1 / 4 by norm_num)).comp
      tendsto_inv_nhdsGT_zero
    refine t.congr' ?_
    filter_upwards [self_mem_nhdsWithin] with x hx
    have hx' : (0 : ℝ) < x := hx
    rw [Function.comp_apply, Real.inv_rpow hx'.le, ← Real.rpow_neg hx'.le]
    congr 1
    norm_num
  -- the exponential factor stays finite and non-zero
  have hS : ContinuousAt linearAction 0 :=
    continuousAt_const.mul (Real.continuousAt_rpow_const 0 (3 / 2) (Or.inr (by norm_num)))
  have he : ContinuousAt (fun x : ℝ => ‖Complex.exp (c * (linearAction x : ℂ))‖) 0 :=
    (Complex.continuous_exp.continuousAt.comp
      (continuousAt_const.mul (Complex.continuous_ofReal.continuousAt.comp hS))).norm
  have hf : Tendsto (fun x => ‖primitiveWave c x‖) (𝓝[>] 0) atTop := by
    refine (ha.atTop_mul_pos (norm_pos_iff.2 (Complex.exp_ne_zero _))
      (he.tendsto.mono_left nhdsWithin_le_nhds)).congr' ?_
    filter_upwards [self_mem_nhdsWithin] with x hx
    rw [primitiveWave, norm_mul, Complex.norm_real,
      Real.norm_of_nonneg (Real.rpow_pos_of_pos hx _).le]
  have hn := (hg.norm.tendsto.mono_left (nhdsWithin_le_nhds (s := Set.Ioi 0))).neg
  refine tendsto_atTop_mono (fun x => ?_) (hf.atTop_add hn)
  have := norm_sub_norm_le (primitiveWave c x) (g x)
  linarith
```

The wave itself also fails at the turning point. Let $g$ be any function continuous at $0$; a solution of the linear-potential equation on the whole line is one. Then

$$|f_c(x)-g(x)|\ge x^{-1/4}\,\big|e^{cS(x)}\big|-|g(x)|.$$

As $x\to0^+$ the exponential factor tends to $1$ and $|g(x)|$ to $|g(0)|$, while $x^{-1/4}$ grows without bound. These facts are `he`, `hn` and `ha`, and `norm_sub_norm_le` is the inequality.

## A comparison equation with its own turning point

```lean
/-- If `w'' = s w` and `p''` is continuous on `U`, the uniform wave `p^(-1/2) w(S)` obeys `ψ'' = (S
p^2 + spurious potential) ψ` on `U`, and this spurious potential is continuous on all of `U`, zeros
of `S` included. -/
theorem uniform_approximation {U : Set ℝ} {S p p1 p2 : ℝ → ℝ} {w w1 : ℝ → ℂ}
    (hU : IsOpen U) (hS : IsPhase U S p p1 p2) (hp2 : ContinuousOn p2 U)
    (hw : ∀ s, HasDerivAt w (w1 s) s) (hw1 : ∀ s : ℝ, HasDerivAt w1 ((s : ℂ) * w s) s) :
    (∀ x ∈ U, HasDerivAt (deriv (comparisonWave w S p))
      (((S x * p x ^ 2 + spuriousPotential (p x) (p1 x) (p2 x) : ℝ) : ℂ)
        * comparisonWave w S p x) x) ∧
    ContinuousOn (fun x => spuriousPotential (p x) (p1 x) (p2 x)) U := by
  constructor
  · intro x hx
    refine (comparisonWave_equation (V := fun s => (s : ℂ)) hU hS hw hw1 hx).congr_deriv ?_
    push_cast
    ring
  · have hp : ContinuousOn p U := fun x hx => (hS.dp x hx).continuousAt.continuousWithinAt
    have hp1 : ContinuousOn p1 U := fun x hx => (hS.dp1 x hx).continuousAt.continuousWithinAt
    have h0 : ∀ x ∈ U, p x ≠ 0 := fun x hx => (hS.pos x hx).ne'
    exact (continuousOn_const.mul ((hp1.div hp h0).pow 2)).sub
      (hp2.div (continuousOn_const.mul hp) fun x hx => mul_ne_zero two_ne_zero (h0 x hx))

end

end SemiclassicalTurningPoint
```

Now let $w''=sw$, the equation solved by the Airy functions. Setting $V(s)=s$ in the general result gives

$$\psi''=(S\,p^2+D)\,\psi.$$

The turning point is now a zero of $S$, and $p$ stays positive there. If $p''$ is continuous on $U$, then so is $D$, because it is built from continuous functions with non-zero denominators. The spurious potential is therefore finite at the turning point and bounded near it. For $S(x)=x$ and $p=1$ it is zero, and $\psi=w$ solves the linear-potential equation exactly.

The theorem takes $w$ and the phase as given. To treat a potential term $Q(x)$ in $\psi''=Q\psi$, one must still find $S$ with $S\,S'^2=Q$. The word "uniform" here refers to the continuity of $D$ through the turning point; no error estimate for $\psi$ is included.

```lean
#print axioms SemiclassicalTurningPoint.primitiveWave_hbar
#print axioms SemiclassicalTurningPoint.relativeDefect_limits
#print axioms SemiclassicalTurningPoint.primitiveWave_fails
#print axioms SemiclassicalTurningPoint.uniform_approximation
```

```
'SemiclassicalTurningPoint.primitiveWave_hbar' depends on axioms: [propext, Classical.choice, Quot.sound]
'SemiclassicalTurningPoint.relativeDefect_limits' depends on axioms: [propext, Classical.choice, Quot.sound]
'SemiclassicalTurningPoint.primitiveWave_fails' depends on axioms: [propext, Classical.choice, Quot.sound]
'SemiclassicalTurningPoint.uniform_approximation' depends on axioms: [propext, Classical.choice, Quot.sound]
```
